# Quon overlaps for any q: a permutation sum weighted by inversions

**Q:** Take two particles, with annihilators m_0, m_1 and creators p_0, p_1 obeying m_i p_j = c_ij + q p_j m_i for numbers q and c_ij. Moving m_0 to the right gives

m_0 p_0 p_1 = c_00 p_1 + q c_01 p_0 + q² p_0 p_1 m_0.

Put m_1 in front and apply the vacuum expectation ω, with ω(1) = 1 and ω(x m_i) = 0 for every operator x. The last term vanishes and ω(m_1 p_j) = c_1j, so

ω(m_1 m_0 p_0 p_1) = c_00 c_11 + q c_01 c_10.

Each pair whose order is reversed costs one q. Does the formal version say this for n particles?

**A:** Yes, for every n, including zero:

ω(m_(n−1)…m_0 p_0…p_(n−1)) = Σ_σ q^inv(σ) Π_i c_(i,σ(i)).

Here σ permutes 0,…,n−1, and inv(σ) counts the pairs i < k with σ(k) < σ(i). Scalars lie in a commutative ring `R`, operators in an `R`-algebra `A`.

```lean
import Mathlib

open Equiv

namespace QuonOverlap

noncomputable section

variable {R A ι : Type*} [CommRing R] [Ring A] [Algebra R A]
```

**Q:** Where is the physics in that?

**A:** In the exchange relation. The parameter q sets the statistics, with bosons at 1 and fermions at −1, and c_ij is the one-particle overlap ω(m_i p_j). Nothing is assumed about exchanging two creators or two annihilators.

```lean
/-- The quon relation `m_i p_j - q p_j m_i = c_ij` between annihilators `m` and creators `p`. -/
def QuonRelation (q : R) (c : ι → ι → R) (m p : ι → A) : Prop :=
  ∀ i j, m i * p j - q • (p j * m i) = c i j • (1 : A)
```

The exponent is a count over ordered pairs:

```lean
/-- The number of pairs of particles whose order is reversed by the permutation `σ`. -/
def inversions {n : ℕ} (σ : Perm (Fin n)) : ℕ :=
  (Finset.univ.filter fun x : Fin n × Fin n => x.1 < x.2 ∧ σ x.2 < σ x.1).card
```

**Q:** How do you get from two particles to n?

**A:** Split each permutation of n+1 particles into the place j of particle 0 and a permutation e of the rest. If s_j lists the places other than j in increasing order, then σ(0) = j and σ(i+1) = s_j(e(i)). In Lean, s_j is `j.succAbove`.

```lean
/-- The permutation sending the first particle to `j` and the others to the remaining
places in the order given by `e`. -/
def insertPerm {n : ℕ} (j : Fin (n + 1)) (e : Perm (Fin n)) : Perm (Fin (n + 1)) :=
  j.cycleRange.symm * Perm.decomposeFin.symm (0, e)

/-- The first particle is sent to `j`. -/
theorem insertPerm_zero {n : ℕ} (j : Fin (n + 1)) (e : Perm (Fin n)) :
    insertPerm j e 0 = j := by
  simp [insertPerm]

/-- The other particles fill the places different from `j` as prescribed by `e`. -/
theorem insertPerm_succ {n : ℕ} (j : Fin (n + 1)) (e : Perm (Fin n)) (i : Fin n) :
    insertPerm j e i.succ = j.succAbove (e i) := by
  simp [insertPerm]
```

Different pairs (j, e) give different permutations, and there are (n+1)·n! = (n+1)! pairs, so each permutation occurs once. The Lean proof uses the same injectivity and counting.

```lean
/-- A sum over permutations of `n + 1` particles splits into the place of the first particle
and the permutations of the rest. -/
theorem sum_insertPerm {n : ℕ} (f : Perm (Fin (n + 1)) → R) :
    ∑ σ, f σ = ∑ j, ∑ e, f (insertPerm j e) := by
  have hb : Function.Bijective
      (fun x : Fin (n + 1) × Perm (Fin n) => insertPerm x.1 x.2) := by
    rw [Fintype.bijective_iff_injective_and_card]
    constructor
    · rintro ⟨j, e⟩ ⟨k, d⟩ h
      change insertPerm j e = insertPerm k d at h
      have hj : j = k := by
        rw [← insertPerm_zero j e, h, insertPerm_zero]
      subst hj
      have hed : e = d := Equiv.ext fun i => by
        have hi := congrArg (fun s : Perm (Fin (n + 1)) => s i.succ) h
        simp only [insertPerm_succ] at hi
        exact Fin.succAbove_right_injective hi
      rw [hed]
    · simp [Fintype.card_perm, Nat.factorial_succ]
  rw [← hb.sum_comp f, Fintype.sum_prod_type]
```

**Q:** And the exponent?

**A:** The j places below j all go to later particles, so particle 0 takes part in j inversions. Since s_j preserves order, the rest contribute inv(e):

inv(σ) = j + inv(e).

In the proof, `hj` is the count of places below j; reindexing by e leaves it unchanged.

```lean
/-- Sending the first particle to place `j`, counted from zero, adds `j` inversions. -/
theorem inversions_insertPerm {n : ℕ} (j : Fin (n + 1)) (e : Perm (Fin n)) :
    inversions (insertPerm j e) = j + inversions e := by
  -- exactly `j` places lie before `j`
  have hj : ∑ k : Fin n, (if j.succAbove k < j then 1 else 0) = (j : ℕ) := by
    have h1 : ∑ k : Fin (n + 1), (if k < j then 1 else 0) = (j : ℕ) := by
      rw [← Finset.card_filter, ← Fin.card_Iio j]
      congr 1
      ext k
      simp
    rw [Fin.sum_univ_succAbove _ j] at h1
    simpa only [lt_irrefl, if_false, zero_add] using h1
  rw [← Equiv.sum_comp e] at hj
  simp only [inversions, Finset.card_filter, Fintype.sum_prod_type]
  rw [Fin.sum_univ_succ]
  simp only [Fin.sum_univ_succ, insertPerm_zero, insertPerm_succ, lt_irrefl, false_and,
    if_false, zero_add, Fin.succ_pos, true_and, Fin.not_lt_zero, Fin.succ_lt_succ_iff,
    Fin.succAbove_lt_succAbove_iff, hj]
```

**Q:** Now the operators. What does one annihilator a do to n+1 creators, if a p_j = c_j + q p_j a?

**A:** It contracts with each in turn, paying q for every creator it has passed:

a p_0…p_n = q^(n+1) p_0…p_n a + Σ_j q^j c_j (p_0…p_n without p_j).

For one creator this is the relation itself. For more, write

a p_0 R' = c_0 R' + q p_0 (a R'), with R' = p_1…p_n,

and use the formula for a R'. The extra q turns each weight q^j into q^(j+1), matching the shifted label. Lean does this induction, and `abel` collects the terms.

```lean
/-- Moving an annihilator to the right through `n + 1` creators: the contraction with
creator `j`, counted from zero, carries the weight `q ^ j`. -/
theorem annihilator_mul_creators (q : R) (a : A) {n : ℕ} (c : Fin (n + 1) → R)
    (p : Fin (n + 1) → A) (h : ∀ j, a * p j - q • (p j * a) = c j • (1 : A)) :
    a * (List.ofFn p).prod = q ^ (n + 1) • ((List.ofFn p).prod * a) +
      ∑ j : Fin (n + 1),
        (q ^ (j : ℕ) * c j) • (List.ofFn fun k => p (j.succAbove k)).prod := by
  induction n with
  | zero => simpa [List.ofFn_succ] using sub_eq_iff_eq_add'.mp (h 0)
  | succ n ih =>
    have h0 := sub_eq_iff_eq_add'.mp (h 0)
    have hs : ∀ j : Fin (n + 1), (List.ofFn fun k => p (j.succ.succAbove k)).prod =
        p 0 * (List.ofFn fun k => p (j.succAbove k).succ).prod := by
      intro j
      rw [List.ofFn_succ, List.prod_cons]
      simp only [Fin.succ_succAbove_zero, Fin.succ_succAbove_succ]
    rw [List.ofFn_succ, List.prod_cons, ← mul_assoc, h0, add_mul, smul_mul_assoc,
      mul_assoc (p 0) a, ih (fun j => c j.succ) (fun j => p j.succ) (fun j => h j.succ),
      Fin.sum_univ_succ (n := n + 1)]
    simp only [hs, Fin.succAbove_zero, Fin.val_succ, Fin.val_zero, pow_zero, one_mul,
      mul_add, smul_add, Finset.mul_sum, Finset.smul_sum, mul_smul_comm, smul_smul,
      smul_mul_assoc, mul_assoc, pow_succ']
    abel
```

**Q:** Then the vacuum removes the first term?

**A:** Yes. With a = m_0,

ω(m_n…m_0 p_0…p_n) = Σ_j q^j c_0j ω(m_n…m_1 p_0…p_n without p_j).

By induction the remaining expectation is Σ_e q^inv(e) Π_i c_(i+1, s_j(e(i))). Multiplying the factors gives q^(j+inv(e)) = q^inv(σ) and the full product for σ. The induction starts from ω(1) = 1.

In the theorem, `h1` normalises the vacuum and `hv` says that annihilators kill it. `(List.ofFn m).reverse.prod` puts `m 0` rightmost, next to `p 0`.

```lean
/-- The quon overlap: the vacuum expectation of `m_(n-1) ... m_0 p_0 ... p_(n-1)` is the sum over
permutations of products of contractions, weighted by `q` to the number of inversions. -/
theorem quon_overlap (q : R) (ω : A →ₗ[R] R) (h1 : ω 1 = 1) {n : ℕ}
    (c : Fin n → Fin n → R) (m p : Fin n → A) (h : QuonRelation q c m p)
    (hv : ∀ x i, ω (x * m i) = 0) :
    ω ((List.ofFn m).reverse.prod * (List.ofFn p).prod) =
      ∑ σ : Perm (Fin n), q ^ inversions σ * ∏ i, c i (σ i) := by
  induction n with
  | zero => simp [inversions, h1]
  | succ n ih =>
    have hm : (List.ofFn m).reverse.prod =
        (List.ofFn fun i => m i.succ).reverse.prod * m 0 := by
      rw [List.ofFn_succ, List.reverse_cons, List.prod_append, List.prod_singleton]
    -- the term with the annihilator on the far right vanishes on the vacuum
    rw [hm, mul_assoc, annihilator_mul_creators q (m 0) (c 0) p (h 0), mul_add, map_add,
      mul_smul_comm, map_smul, ← mul_assoc, hv, smul_zero, zero_add, Finset.mul_sum,
      map_sum, sum_insertPerm]
    refine Finset.sum_congr rfl fun j _ => ?_
    rw [mul_smul_comm, map_smul, ih (fun i k => c i.succ (j.succAbove k))
      (fun i => m i.succ) (fun k => p (j.succAbove k))
      (fun i k => h i.succ (j.succAbove k)) (fun x i => hv x i.succ),
      smul_eq_mul, Finset.mul_sum]
    refine Finset.sum_congr rfl fun e _ => ?_
    rw [inversions_insertPerm, Fin.prod_univ_succ, insertPerm_zero]
    simp only [insertPerm_succ]
    ring
```

**Q:** So is this Wick's theorem?

**A:** It is the overlap case: all annihilators stand left of equally many creators, and mixed orders are not treated. At q = −1 it has the form of the overlap of two Slater determinants with nonorthogonal orbitals.

**Q:** What if the modes are orthonormal?

**A:** Then c_ij = δ_ij. Annihilating in the order τ leaves only σ = τ, with overlap q^inv(τ).

```lean
/-- For orthonormal modes, the vacuum expectation of `m_τ(n-1) ... m_τ(0) p_0 ... p_(n-1)` is `q ^
inversions τ`. -/
theorem orthonormal_overlap (q : R) (ω : A →ₗ[R] R) (h1 : ω 1 = 1) {n : ℕ}
    (m p : Fin n → A) (h : QuonRelation q (fun i j => if i = j then 1 else 0) m p)
    (hv : ∀ x i, ω (x * m i) = 0) (τ : Perm (Fin n)) :
    ω ((List.ofFn fun i => m (τ i)).reverse.prod * (List.ofFn p).prod) =
      q ^ inversions τ := by
  rw [quon_overlap q ω h1 (fun i j => if τ i = j then 1 else 0) (fun i => m (τ i)) p
    (fun i j => h (τ i) j) (fun x i => hv x (τ i)), Finset.sum_eq_single τ]
  · simp
  · intro σ _ hσ
    obtain ⟨i, hi⟩ : ∃ i, τ i ≠ σ i := by
      by_contra hc
      exact hσ (Equiv.ext fun i => (not_not.mp fun hi => hc ⟨i, hi⟩ : τ i = σ i).symm)
    rw [Finset.prod_eq_zero (Finset.mem_univ i) (if_neg hi), mul_zero]
  · intro hτ
    exact absurd (Finset.mem_univ τ) hτ
```

**Q:** And at q = 0?

**A:** Only permutations without inversions survive. Such a σ is increasing, as is its inverse, so neither lowers any place and σ is the identity. The overlap is Π_i c_ii.

```lean
/-- Only the identity permutation has no inversions. -/
theorem inversions_eq_zero_iff {n : ℕ} (σ : Perm (Fin n)) : inversions σ = 0 ↔ σ = 1 := by
  rw [inversions, Finset.card_eq_zero, Finset.filter_eq_empty_iff]
  constructor
  · intro h
    have hm : StrictMono σ := fun i k hik =>
      lt_of_le_of_ne (not_lt.mp fun hl => h (Finset.mem_univ (i, k)) ⟨hik, hl⟩)
        (fun he => hik.ne (σ.injective he))
    have hs : StrictMono σ.symm := fun i k hik => hm.lt_iff_lt.mp (by simpa using hik)
    -- an increasing map of a finite chain never lowers a place, and neither does its inverse
    exact Equiv.ext fun i => le_antisymm
      (by simpa using hm.monotone (hs.le_apply (x := i)))
      (show i ≤ σ i from hm.le_apply)
  · rintro rfl x - ⟨h1, h2⟩
    exact lt_asymm h1 h2

/-- At `q = 0` the overlap is the product of the contractions `c i i` of operators with equal index.
-/
theorem overlap_q_zero (ω : A →ₗ[R] R) (h1 : ω 1 = 1) {n : ℕ}
    (c : Fin n → Fin n → R) (m p : Fin n → A) (h : QuonRelation 0 c m p)
    (hv : ∀ x i, ω (x * m i) = 0) :
    ω ((List.ofFn m).reverse.prod * (List.ofFn p).prod) = ∏ i, c i i := by
  rw [quon_overlap 0 ω h1 c m p h hv, Finset.sum_eq_single 1]
  · simp [(inversions_eq_zero_iff (1 : Perm (Fin n))).mpr rfl]
  · intro σ _ hσ
    rw [zero_pow (fun h0 => hσ ((inversions_eq_zero_iff σ).mp h0)), zero_mul]
  · intro h0
    exact absurd (Finset.mem_univ _) h0
```

**Q:** Could the assumptions be contradictory for a strange q?

**A:** No. Take finite linear combinations of words of modes. Creation prepends a letter, and annihilation kills the empty word and follows

m_i(jL) = q j(m_i L) + c_ij L.

That recursion is the quon relation on each word. The functional ω reads off the empty-word matrix element.

```lean
/-- Creation on the span of words of modes: the letter `j` is put in front. -/
def create (R : Type*) [CommRing R] (j : ι) : Module.End R (List ι →₀ R) :=
  Finsupp.lmapDomain R R (List.cons j)

/-- The action of the annihilator of mode `i` on a word, letter by letter. -/
def annihilateWord (q : R) (c : ι → ι → R) (i : ι) : List ι → (List ι →₀ R)
  | [] => 0
  | j :: L => q • create R j (annihilateWord q c i L) + c i j • Finsupp.single L 1

/-- The annihilator of mode `i` on the span of words, extended linearly. -/
def annihilate (q : R) (c : ι → ι → R) (i : ι) : Module.End R (List ι →₀ R) :=
  Finsupp.linearCombination R (annihilateWord q c i)

/-- The vacuum expectation: the matrix element of an operator at the empty word. -/
def vacuumExp (R ι : Type*) [CommRing R] : Module.End R (List ι →₀ R) →ₗ[R] R where
  toFun T := T (Finsupp.single [] 1) []
  map_add' _ _ := by simp
  map_smul' _ _ := by simp

/-- The operators on words satisfy the quon relation and the vacuum conditions for every
`q` and every matrix of contractions `c`. -/
theorem quon_witness (q : R) (c : ι → ι → R) :
    QuonRelation q c (annihilate q c) (create R) ∧ vacuumExp R ι 1 = 1 ∧
      ∀ x i, vacuumExp R ι (x * annihilate q c i) = 0 := by
  refine ⟨fun i j => ?_, ?_, fun x i => ?_⟩
  · have key : annihilate q c i * create R j =
        q • (create R j * annihilate q c i) + c i j • (1 : Module.End R (List ι →₀ R)) := by
      refine Finsupp.lhom_ext' fun L => LinearMap.ext_ring ?_
      simp [annihilate, create, annihilateWord, Finsupp.mapDomain_single]
    exact (@sub_eq_iff_eq_add' (Module.End R (List ι →₀ R)) _ _ _ _).mpr key
  · change (Finsupp.single [] 1 : List ι →₀ R) [] = 1
    simp
  · change (x (annihilate q c i (Finsupp.single [] 1))) [] = 0
    simp [annihilate, annihilateWord]

end

end QuonOverlap
```

**Q:** I would have used a Hilbert space, with p_i the adjoint of m_i.

**A:** That alternative makes ω(m_1 m_0 p_0 p_1) a squared norm, but it restricts the parameters. For real q and two orthonormal modes, the two orderings of the creators have an overlap matrix with eigenvalues 1 ± q, so positivity requires |q| ≤ 1. The algebraic version allows any q and any matrix c, but supplies no inner product or probabilities.

```lean
#print axioms QuonOverlap.quon_overlap
#print axioms QuonOverlap.orthonormal_overlap
#print axioms QuonOverlap.overlap_q_zero
```

```
'QuonOverlap.quon_overlap' depends on axioms: [propext, Classical.choice, Quot.sound]
'QuonOverlap.orthonormal_overlap' depends on axioms: [propext, Classical.choice, Quot.sound]
'QuonOverlap.overlap_q_zero' depends on axioms: [propext, Classical.choice, Quot.sound]
```
